# For finitely many concentric Gaussian charges, the reciprocal-space potential has a finite limit as G → 0 exactly when the total charge is zero

A: Take finitely many normalised Gaussians on one centre, with charges q_i and exponents a_i > 0, and let ρ(r) be their total charge density. Their Coulomb potential at a nonzero reciprocal vector G is V(G) = (4π/G²) ∫ ρ(r) exp(−iG·r) dr in atomic units, where G² is the squared length of G and no volume factor is included. If Σ_i q_i = 0, then as nonzero G tends to zero

V(G) → −π Σ_i q_i/a_i.

If the total charge is not zero, V(G) has no finite limit. In periodic density fitting, this is why a compensated fitting function causes no divergence at small G, provided that it is a finite sum of spherical Gaussians on one centre.

Q: The factor 4π/G² diverges. How does a finite number come out, by hand?

A: Start from the density

ρ(r) = Σ_i q_i (a_i/π)^(3/2) exp(−a_i r²).

For its Fourier transform, complete the square in each exponent:

−a_i r² − iG·r = −a_i (r + iG/(2a_i))² − G²/(4a_i).

The shifted Gaussian integrates to (π/a_i)^(3/2), which cancels the normalisation. Multiplying by the Coulomb factor gives

V(G) = (4π/G²) Σ_i q_i exp(−G²/(4a_i)).

Now set x_i = G²/(4a_i) and write exp(−x_i) = 1 − x_i + R_i. Since (4π/G²) x_i = π/a_i,

V(G) = (4π/G²) Σ_i q_i − π Σ_i q_i/a_i + (4π/G²) Σ_i q_i R_i.

Neutrality removes the first term, the only one that diverges. The second is the limit. For the third, |R_i| ≤ x_i²/2 gives

|(4π/G²) Σ_i q_i R_i| ≤ (π/8) G² Σ_i |q_i|/a_i²,

which vanishes with G.

Q: And the bound on R_i?

A: For x ≥ 0, exp(−x) ≥ 1 − x, so the remainder is not negative. From above, exp(x) ≥ 1 + x + x²/2, hence

exp(−x) (1 + x + x²/2) ≤ 1 ≤ 1 + x⁴/4 = (1 − x + x²/2)(1 + x + x²/2).

Dividing by the positive factor 1 + x + x²/2 gives exp(−x) ≤ 1 − x + x²/2.

Q: I accept the algebra. My doubt is about the formal version. What is space there, and what is G?

```lean
import Mathlib

open MeasureTheory Filter
open scoped Real Topology

namespace CompensatedGaussians

noncomputable section

/-- Three-dimensional Euclidean space, used for positions and for reciprocal vectors. -/
abbrev Space := EuclideanSpace ℝ (Fin 3)
```

A: Both r and G are vectors in `Space`, which is ℝ³ with its Euclidean norm. G varies continuously and may approach zero from any direction.

Q: In a crystal with a fixed cell, the reciprocal lattice vectors do not approach zero.

A: True, and no lattice appears in the file. The theorems describe the continuous function V(G) of one charge distribution. If that distribution is repeated in every cell of a crystal, the Fourier coefficients of the periodic potential at the nonzero reciprocal lattice vectors are the values of V there, divided by the cell volume. The error bound holds at every nonzero G, so it applies at each of these vectors too.

Q: Are the Gaussians really there, or only their transforms?

```lean
variable {ι : Type*} [Fintype ι]

/-- Charge density of concentric normalised Gaussians with charges `q i` and
exponents `a i > 0`. -/
def density (q a : ι → ℝ) (r : Space) : ℝ :=
  ∑ i, q i * (a i / π) ^ (3 / 2 : ℝ) * Real.exp (-a i * ‖r‖ ^ 2)
```

A: They are there in real space. The finite type `ι` labels them, `q i` and `a i` are the charges and exponents, and the prefactor makes each Gaussian integrate to one when its exponent is positive. The common centre is the origin.

```lean
/-- Fourier transform of the charge density at the reciprocal vector `G`. -/
def fourierDensity (q a : ι → ℝ) (G : Space) : ℂ :=
  ∫ r : Space, (density q a r : ℂ) * Complex.exp (-Complex.I * ((inner ℝ G r : ℝ) : ℂ))
```

The transform is an integral over all of space, with the sign convention exp(−iG·r) and no prefactor.

```lean
/-- Reciprocal-space Coulomb potential of the density, for `G ≠ 0`. -/
def potential (q a : ι → ℝ) (G : Space) : ℂ :=
  ((4 * π / ‖G‖ ^ 2 : ℝ) : ℂ) * fourierDensity q a G
```

The Coulomb factor 4π/G² is put in by definition. It stands for Poisson's equation in Gaussian or atomic units, −∇²V = 4πρ, read in reciprocal space. At G = 0 Lean's division by zero makes `potential` equal to 0, but the limits are taken over nonzero G and never see that value.

Q: The usual formula has a sum of exponentials. Where is it?

```lean
/-- The sum of charges weighted by `exp (-G² / (4 a i))`, for nonzero exponents `a i`. -/
def formFactor (q a : ι → ℝ) (G : Space) : ℝ :=
  ∑ i, q i * Real.exp (-(‖G‖ ^ 2 / (4 * a i)))
```

A: That is `formFactor`. A different model would have defined the potential as 4π/G² times this sum. The limit argument would be the same and the file shorter, but the link to a charge density in space would then be an assumption. Here it is a theorem:

```lean
/-- For positive exponents, the Fourier transform of the Gaussian charge density is
the sum of the charges weighted by `exp (-G² / (4 a i))`. -/
theorem fourierDensity_eq (q a : ι → ℝ) (ha : ∀ i, 0 < a i) (G : Space) :
    fourierDensity q a G = (formFactor q a G : ℂ) := by
  have hint : ∀ i, Integrable (fun r : Space =>
      Complex.exp (-(a i : ℂ) * (‖r‖ : ℂ) ^ 2
        + -Complex.I * ((inner ℝ G r : ℝ) : ℂ))) := fun i =>
    GaussianFourier.integrable_cexp_neg_mul_sq_norm_add (by simpa using ha i) (-Complex.I) G
  -- the transform of one normalised Gaussian
  have hval : ∀ i, (((a i / π) ^ (3 / 2 : ℝ) : ℝ) : ℂ) * (∫ r : Space,
      Complex.exp (-(a i : ℂ) * (‖r‖ : ℂ) ^ 2 + -Complex.I * ((inner ℝ G r : ℝ) : ℂ)))
      = ((Real.exp (-(‖G‖ ^ 2 / (4 * a i))) : ℝ) : ℂ) := by
    intro i
    have hai := ha i
    have hp : ((π : ℂ) / (a i : ℂ)) ^ ((Module.finrank ℝ Space : ℂ) / 2)
        = (((π / a i) ^ (3 / 2 : ℝ) : ℝ) : ℂ) := by
      rw [finrank_euclideanSpace_fin, Complex.ofReal_cpow (by positivity)]
      norm_num
    have hm : (a i / π) ^ (3 / 2 : ℝ) * (π / a i) ^ (3 / 2 : ℝ) = 1 := by
      rw [← Real.mul_rpow (by positivity) (by positivity)]
      have h1 : a i / π * (π / a i) = 1 := by field_simp
      rw [h1, Real.one_rpow]
    rw [GaussianFourier.integral_cexp_neg_mul_sq_norm_add (by simpa using hai)
      (-Complex.I) G, hp, ← mul_assoc, ← Complex.ofReal_mul, hm, Complex.ofReal_one,
      one_mul, Complex.ofReal_exp]
    congr 1
    push_cast
    rw [neg_sq, Complex.I_sq]
    ring
  have hpt : ∀ r : Space,
      (density q a r : ℂ) * Complex.exp (-Complex.I * ((inner ℝ G r : ℝ) : ℂ))
      = ∑ i, ((q i : ℂ) * (((a i / π) ^ (3 / 2 : ℝ) : ℝ) : ℂ)) *
        Complex.exp (-(a i : ℂ) * (‖r‖ : ℂ) ^ 2
          + -Complex.I * ((inner ℝ G r : ℝ) : ℂ)) := by
    intro r
    unfold density
    rw [Complex.ofReal_sum, Finset.sum_mul]
    refine Finset.sum_congr rfl fun i _ => ?_
    rw [Complex.exp_add]
    simp only [Complex.ofReal_mul, Complex.ofReal_exp, Complex.ofReal_neg, Complex.ofReal_pow]
    ring
  -- integrate the finite sum term by term
  unfold fourierDensity formFactor
  simp only [hpt]
  rw [integral_finsetSum _ (fun i _ => (hint i).const_mul _), Complex.ofReal_sum]
  refine Finset.sum_congr rfl fun i _ => ?_
  rw [integral_const_mul, mul_assoc, hval i, Complex.ofReal_mul]
```

The proof follows the calculation above. `hint` says that each Gaussian times its plane wave is integrable. `hval` computes one transform: Mathlib's Gaussian integral does the work of completing the square, and `hm` cancels the normalisation against (π/a_i)^(3/2). `hpt` writes the integrand as a finite sum, which is then integrated term by term.

Q: Next should come the remainder.

```lean
/-- For `x ≥ 0`, the first-order expansion of `exp (-x)` has an error of at most `x² / 2`. -/
theorem abs_exp_neg_sub_le {x : ℝ} (hx : 0 ≤ x) :
    |Real.exp (-x) - 1 + x| ≤ x ^ 2 / 2 := by
  have h1 := Real.add_one_le_exp (-x)
  have h2 := Real.quadratic_le_exp_of_nonneg hx
  have h3 : Real.exp (-x) * Real.exp x = 1 := by
    rw [← Real.exp_add, neg_add_cancel, Real.exp_zero]
  have h4 : Real.exp (-x) * (1 + x + x ^ 2 / 2) ≤ 1 := by
    have h := mul_le_mul_of_nonneg_left h2 (Real.exp_pos (-x)).le
    rwa [h3] at h
  have h5 : Real.exp (-x) ≤ 1 - x + x ^ 2 / 2 := by
    refine le_of_mul_le_mul_right (a := 1 + x + x ^ 2 / 2) ?_ (by positivity)
    nlinarith [sq_nonneg (x ^ 2)]
  rw [abs_le]
  constructor
  · nlinarith [sq_nonneg x]
  · linarith
```

A: Yes. `h1` is the lower bound, `h2` is the quadratic lower bound on exp(x), and `h5` is the division step. The `nlinarith` call inside `h5` is given that x⁴ is not negative, which is the surplus in the product I wrote down.

Q: Where does neutrality enter?

```lean
/-- For positive exponents, zero total charge and `G ≠ 0`, the potential differs from
`-π ∑ q i / a i` by at most `(π / 8) G² ∑ |q i| / (a i)²`. -/
theorem norm_potential_add_le (q a : ι → ℝ) (ha : ∀ i, 0 < a i) (hq : ∑ i, q i = 0)
    {G : Space} (hG : G ≠ 0) :
    ‖potential q a G + ((π * ∑ i, q i / a i : ℝ) : ℂ)‖
      ≤ π / 8 * ‖G‖ ^ 2 * ∑ i, |q i| / a i ^ 2 := by
  have hg : 0 < ‖G‖ := norm_pos_iff.mpr hG
  unfold potential
  rw [fourierDensity_eq q a ha, ← Complex.ofReal_mul, ← Complex.ofReal_add,
    Complex.norm_real, Real.norm_eq_abs]
  obtain ⟨s, hs⟩ : ∃ s, s = 4 * π / ‖G‖ ^ 2 := ⟨_, rfl⟩
  have hs0 : 0 ≤ s := by rw [hs]; positivity
  have he : ∀ i, s * (‖G‖ ^ 2 / (4 * a i)) = π / a i := by
    intro i
    have hai := ha i
    rw [hs]
    field_simp
  rw [← hs]
  -- neutrality removes the divergent term
  have key : s * formFactor q a G + π * ∑ i, q i / a i
      = ∑ i, s * (q i * (Real.exp (-(‖G‖ ^ 2 / (4 * a i))) - 1 + ‖G‖ ^ 2 / (4 * a i))) := by
    have h : s * formFactor q a G - s * ∑ i, q i + π * ∑ i, q i / a i
        = ∑ i, s * (q i *
          (Real.exp (-(‖G‖ ^ 2 / (4 * a i))) - 1 + ‖G‖ ^ 2 / (4 * a i))) := by
      unfold formFactor
      simp only [Finset.mul_sum]
      rw [← Finset.sum_sub_distrib, ← Finset.sum_add_distrib]
      refine Finset.sum_congr rfl fun i _ => ?_
      linear_combination (-q i) * he i
    rw [← h, hq]
    ring
  rw [key, Finset.mul_sum]
  refine (Finset.abs_sum_le_sum_abs _ _).trans (Finset.sum_le_sum fun i _ => ?_)
  have hai := ha i
  have hx := abs_exp_neg_sub_le (x := ‖G‖ ^ 2 / (4 * a i)) (by positivity)
  rw [abs_mul, abs_mul, abs_of_nonneg hs0]
  calc s * (|q i| * |Real.exp (-(‖G‖ ^ 2 / (4 * a i))) - 1 + ‖G‖ ^ 2 / (4 * a i)|)
      ≤ s * (|q i| * ((‖G‖ ^ 2 / (4 * a i)) ^ 2 / 2)) := by gcongr
    _ = π / 8 * ‖G‖ ^ 2 * (|q i| / a i ^ 2) := by
      linear_combination (|q i| * (‖G‖ ^ 2 / (4 * a i)) / 2) * he i
```

A: In `key`. The proof abbreviates 4π/G² as `s`, and `he` is the identity (4π/G²) x_i = π/a_i. The inner step `h` subtracts `s * ∑ i, q i` and collects everything into the remainders; the hypothesis `hq` then says that the subtracted term was zero. The triangle inequality and the previous lemma bound the sum term by term, and the last line of the `calc` block turns (4π/G²) x_i²/2 into πG²/(8a_i²).

The statement has a plus sign inside the norm because the limit is −π Σ_i q_i/a_i. It tells you more than the limit does, since it gives an explicit error at finite G.

```lean
/-- For positive exponents and zero total charge, the reciprocal-space potential tends to
`-π ∑ q i / a i` as nonzero `G` tends to zero. -/
theorem tendsto_potential (q a : ι → ℝ) (ha : ∀ i, 0 < a i) (hq : ∑ i, q i = 0) :
    Tendsto (potential q a) (𝓝[≠] 0) (𝓝 ((-π * ∑ i, q i / a i : ℝ) : ℂ)) := by
  rw [tendsto_iff_norm_sub_tendsto_zero]
  have hc : Continuous (fun G : Space => π / 8 * ‖G‖ ^ 2 * ∑ i, |q i| / a i ^ 2) := by
    fun_prop
  refine squeeze_zero' (Eventually.of_forall fun G => norm_nonneg _) ?_
    ((hc.tendsto' 0 0 (by simp)).mono_left nhdsWithin_le_nhds)
  filter_upwards [self_mem_nhdsWithin] with G hG
  have h := norm_potential_add_le q a ha hq (G := G) hG
  rwa [neg_mul, Complex.ofReal_neg, sub_neg_eq_add]
```

This is the limit itself. `𝓝[≠] 0` means that G approaches zero without being zero. The norm of the difference is squeezed between zero and the bound, which is continuous in G and vanishes at the origin.

Q: Perhaps neutrality is only a convenient assumption. Could a charged set have a finite limit through some cancellation among the exponents?

```lean
/-- For positive exponents, the reciprocal-space potential has a finite limit as nonzero
`G` tends to zero exactly when the total charge vanishes. -/
theorem finite_limit_iff_neutral (q a : ι → ℝ) (ha : ∀ i, 0 < a i) :
    (∃ L : ℂ, Tendsto (potential q a) (𝓝[≠] 0) (𝓝 L)) ↔ ∑ i, q i = 0 := by
  refine ⟨?_, fun hq => ⟨_, tendsto_potential q a ha hq⟩⟩
  rintro ⟨L, hL⟩
  have : (𝓝[≠] (0 : Space)).NeBot := Module.punctured_nhds_neBot ℝ Space 0
  -- multiplying by G² sends a finite potential to zero
  have hn : Continuous (fun G : Space => ((‖G‖ ^ 2 : ℝ) : ℂ)) :=
    Complex.continuous_ofReal.comp (by fun_prop)
  have h1 := ((hn.tendsto' 0 0 (by simp)).mono_left
    (nhdsWithin_le_nhds (s := {0}ᶜ))).mul hL
  -- the same product tends to 4π times the total charge
  have hf : Continuous (fun G : Space => ((4 * π * formFactor q a G : ℝ) : ℂ)) := by
    refine Complex.continuous_ofReal.comp ?_
    unfold formFactor
    fun_prop
  have h2 : Tendsto (fun G : Space => ((4 * π * formFactor q a G : ℝ) : ℂ)) (𝓝[≠] 0)
      (𝓝 ((4 * π * ∑ i, q i : ℝ) : ℂ)) :=
    (hf.tendsto' 0 _ (by simp [formFactor])).mono_left nhdsWithin_le_nhds
  have h3 : Tendsto (fun G : Space => ((4 * π * formFactor q a G : ℝ) : ℂ)) (𝓝[≠] 0)
      (𝓝 (0 * L)) := by
    refine h1.congr' ?_
    filter_upwards [self_mem_nhdsWithin] with G hG
    have hg : ‖G‖ ≠ 0 := norm_ne_zero_iff.mpr hG
    unfold potential
    rw [fourierDensity_eq q a ha, ← Complex.ofReal_mul, ← Complex.ofReal_mul]
    congr 1
    field_simp
  have h4 := tendsto_nhds_unique h2 h3
  rw [zero_mul, Complex.ofReal_eq_zero] at h4
  exact (mul_eq_zero.mp h4).resolve_left (by positivity)
```

A: No. Suppose that V(G) tends to a finite L. Then G² V(G) tends to 0·L = 0. But for nonzero G

G² V(G) = 4π Σ_i q_i exp(−G²/(4a_i)),

and the right-hand side tends to 4π Σ_i q_i. A limit is unique, so the total charge is zero. In the proof, `h3` and `h2` are these two limits and `tendsto_nhds_unique` compares them. The other direction is the previous theorem.

Q: What happens in the smallest cases?

A: With no Gaussians, the potential and its limit are both zero. With one, neutrality forces q = 0, so a single Gaussian with nonzero charge has no finite limit. The first interesting case has two: a charge Q with exponent a, and −Q with exponent b.

```lean
/-- A Gaussian charge `Q` with exponent `a > 0`, compensated by `-Q` with exponent `b > 0`,
has a potential that tends to `π Q (1 / b - 1 / a)` as nonzero `G` tends to zero. -/
theorem tendsto_potential_pair (Q : ℝ) {a b : ℝ} (ha : 0 < a) (hb : 0 < b) :
    Tendsto (potential ![Q, -Q] ![a, b]) (𝓝[≠] 0)
      (𝓝 ((π * Q * (1 / b - 1 / a) : ℝ) : ℂ)) := by
  have h := tendsto_potential ![Q, -Q] ![a, b]
    (by intro i; fin_cases i <;> simp [ha, hb]) (by simp [Fin.sum_univ_two])
  have e : π * Q * (1 / b - 1 / a)
      = -π * ∑ i, (![Q, -Q] : Fin 2 → ℝ) i / (![a, b] : Fin 2 → ℝ) i := by
    rw [Fin.sum_univ_two]
    simp only [Matrix.cons_val_zero, Matrix.cons_val_one]
    ring
  rw [e]
  exact h

end

end CompensatedGaussians
```

Here −π(Q/a − Q/b) = πQ(1/b − 1/a), and the proof is the general theorem applied to two-entry lists. If a = b, the two charges cancel everywhere and the limit is zero. If Q > 0 and the compensating Gaussian is the more diffuse one, so that b < a, the limit is positive.

```lean
#print axioms CompensatedGaussians.finite_limit_iff_neutral
-- 'CompensatedGaussians.finite_limit_iff_neutral' depends on axioms: [propext, Classical.choice, Quot.sound]
#print axioms CompensatedGaussians.tendsto_potential_pair
-- 'CompensatedGaussians.tendsto_potential_pair' depends on axioms: [propext, Classical.choice, Quot.sound]
```

Q: Then is any neutral fitting function safe at small G?

A: Not on the strength of these theorems, which need a common centre and spherical Gaussians. The common centre matters physically. Two opposite charges on different centres are neutral but have a dipole moment d, and their potential contains the term

−4πi (G·d)/G²,

which grows like 1/|G| along d. Moving the whole concentric set away from the origin is harmless, because it only multiplies V(G) by a phase that tends to one. These two comments are my own additions to what the file proves.

Q: And does the result tell me what to put in the G = 0 term of my periodic code?

A: It gives the value that continues V(G) smoothly to the origin for such a set. Whether a code should use that value depends on its convention for the average potential, and the file takes no position on that.
